# Arrhenius activation energy and prefactor of the Eyring rate constant

Take a unimolecular reaction whose activation Gibbs energy $G$ does not depend on temperature. With Boltzmann constant $k_B$, Planck constant $h$ and gas constant $R$, the Eyring rate constant at temperature $T>0$ is

$$k(T)=\frac{k_BT}{h}\,e^{-G/(RT)},\qquad \ln k=\ln\frac{k_B}{h}+\ln T-\frac{G}{RT}.$$

The Arrhenius activation energy is read off from the logarithmic derivative:

$$E_a=RT^2\,\frac{d\ln k}{dT}=RT^2\left(\frac1T+\frac{G}{RT^2}\right)=G+RT.$$

The matching prefactor is $A=k\,e^{E_a/(RT)}=e\,k_BT/h$. The single factor $T$ in front of the exponential has added $RT$ to the activation energy and a factor $e$ to the prefactor.

Now let $G$ vary with temperature, and consider a gas-phase reaction of molecularity $m$, with $G$ referred to a fixed standard pressure and $k$ expressed in concentration units. The activation energy then contains the activation enthalpy $H$ in place of $G$, the activation entropy $S$ enters the prefactor, and $m$ powers of $T$ act as the single one did above.

```lean
import Mathlib

open Filter Topology

namespace EyringArrhenius

noncomputable section
```

## The Eyring model and its constants

The constants are positive real numbers, understood as numerical values in one consistent system of units. Besides $k_B$, $h$ and $R$ there is the standard pressure $p_0$, to which $G$ refers. No relation between $k_B$ and $R$ is needed.

```lean
/-- The positive constants of the Eyring equation: Boltzmann constant `kB`, Planck constant `h`,
gas constant `R` and standard pressure `p0`. -/
structure Constants where
  kB : ℝ
  h : ℝ
  R : ℝ
  p0 : ℝ
  kB_pos : 0 < kB
  h_pos : 0 < h
  R_pos : 0 < R
  p0_pos : 0 < p0
```

The activation Gibbs energy is a function `G : ℝ → ℝ` of temperature. Its derivative, taken at fixed standard pressure, defines the activation entropy

$$S(T)=-G'(T).$$

```lean
/-- Activation entropy `S = -dG/dT`, for an activation Gibbs energy `G` differentiable at `T`. -/
def entropy (G : ℝ → ℝ) (T : ℝ) : ℝ := -deriv G T
```

The activation enthalpy follows from $G=H-TS$:

$$H(T)=G(T)+T\,S(T).$$

```lean
/-- Activation enthalpy `H = G + T S`. -/
def enthalpy (G : ℝ → ℝ) (T : ℝ) : ℝ := G T + T * entropy G T
```

The factor in front of the exponential is

$$f_m(T)=\frac{k_BT}{h}\left(\frac{RT}{p_0}\right)^{m-1}.$$

Here $RT/p_0$ is the molar volume of an ideal gas at standard pressure; its powers convert to a rate constant in concentration units. Only for $m=1$ is $f_m$ a true frequency. The exponent is an integer, so $m-1$ is an ordinary subtraction even at $m=0$, a value that the theorems allow although it describes no elementary reaction.

```lean
/-- The factor `(kB T / h) (R T / p0)^(m - 1)` for molecularity `m` and temperature `T > 0`. -/
def frequency (c : Constants) (m : ℕ) (T : ℝ) : ℝ :=
  c.kB * T / c.h * (c.R * T / c.p0) ^ ((m : ℤ) - 1)
```

The rate constant is then $k(T)=f_m(T)\,e^{-G(T)/(RT)}$. This formula is the starting point and is not derived from a partition function or a flux through a dividing surface. It has no transmission coefficient, so recrossing and tunnelling corrections are absent. A solution-phase standard state with a fixed concentration would replace $RT/p_0$ by a constant and is not covered for $m\ge 2$.

```lean
/-- The Eyring rate constant with activation Gibbs energy `G`, for temperature `T > 0`. -/
def rate (c : Constants) (m : ℕ) (G : ℝ → ℝ) (T : ℝ) : ℝ :=
  frequency c m T * Real.exp (-G T / (c.R * T))
```

## Arrhenius parameters of any rate law

The two Arrhenius quantities are defined for an arbitrary function $k$, with no reference to the Eyring formula. The first is

$$E_a(T)=RT^2\,\frac{d\ln k}{dT}.$$

Lean's `deriv` returns zero where a function has no derivative, so the existence of this derivative is proved separately below.

```lean
/-- Arrhenius activation energy `Ea = R T² d(ln k)/dT` of a rate law `k`, for `T > 0` at which
`ln k` is differentiable. -/
def arrheniusEnergy (c : Constants) (k : ℝ → ℝ) (T : ℝ) : ℝ :=
  c.R * T ^ 2 * deriv (fun t => Real.log (k t)) T
```

The second is the prefactor that makes $k=A\,e^{-E_a/(RT)}$ hold at the chosen temperature:

$$A(T)=k(T)\,e^{E_a(T)/(RT)}.$$

Both are local parameters and may change with $T$.

```lean
/-- Arrhenius prefactor `A = k exp(Ea / (R T))` of a rate law `k`, for `T > 0` at which
`ln k` is differentiable. -/
def arrheniusPrefactor (c : Constants) (k : ℝ → ℝ) (T : ℝ) : ℝ :=
  k T * Real.exp (arrheniusEnergy c k T / (c.R * T))
```

## The logarithm of the rate constant

Every factor of $k(T)$ is positive when $T>0$, hence $k(T)>0$ and its logarithm can be split.

```lean
/-- The Eyring rate constant is positive at positive temperature. -/
theorem rate_pos (c : Constants) (m : ℕ) (G : ℝ → ℝ) {T : ℝ} (hT : 0 < T) :
    0 < rate c m G T := by
  have hf : 0 < frequency c m T := by
    unfold frequency
    exact mul_pos (div_pos (mul_pos c.kB_pos hT) c.h_pos)
      (zpow_pos (div_pos (mul_pos c.R_pos hT) c.p0_pos) _)
  unfold rate
  exact mul_pos hf (Real.exp_pos _)
```

The term $G/T$ in that logarithm is differentiated by the quotient rule:

$$\frac{d}{dT}\frac{G}{T}=\frac{T\,G'-G}{T^2}=\frac{-TS-G}{T^2}=-\frac{H}{T^2}.$$

This is the Gibbs–Helmholtz relation. `HasDerivAt` states that the derivative exists and has this value. The proof applies the quotient rule, unfolds $H$ and $S$, and leaves the algebra to `ring`.

```lean
/-- Gibbs-Helmholtz relation: `d(G/T)/dT = -H/T²` at every `T > 0` where `G` is
differentiable. -/
theorem gibbs_helmholtz {G : ℝ → ℝ} {T : ℝ} (hT : 0 < T) (hG : DifferentiableAt ℝ G T) :
    HasDerivAt (fun t => G t / t) (-enthalpy G T / T ^ 2) T :=
  (hG.hasDerivAt.fun_div (hasDerivAt_id' T) hT.ne').congr_deriv (by
    simp only [enthalpy, entropy]
    ring)
```

Next, collect the powers of temperature. The factor $k_BT/h$ contributes one $\ln T$ and the volume factor contributes $m-1$ more:

$$\ln k=\ln\frac{k_B}{h}+(m-1)\ln\frac{R}{p_0}+m\ln T-\frac{G}{RT}.$$

In the proof, `h1` and `h2` separate $T$ from the constants, and the logarithm rules are then applied. The rule for products asks for nonzero factors, which positivity supplies.

```lean
/-- At `T > 0` the logarithm of the Eyring rate constant is a constant plus `m ln T`
minus `G/(R T)`. -/
theorem log_rate (c : Constants) (m : ℕ) (G : ℝ → ℝ) {T : ℝ} (hT : 0 < T) :
    Real.log (rate c m G T) = Real.log (c.kB / c.h) + ((m : ℝ) - 1) * Real.log (c.R / c.p0)
      + m * Real.log T - G T / T / c.R := by
  have hA : 0 < c.kB / c.h := div_pos c.kB_pos c.h_pos
  have hB : 0 < c.R / c.p0 := div_pos c.R_pos c.p0_pos
  have hz := zpow_pos (mul_pos hB hT) ((m : ℤ) - 1)
  -- separate the temperature from the constants
  have h1 : c.kB * T / c.h = c.kB / c.h * T := by ring
  have h2 : c.R * T / c.p0 = c.R / c.p0 * T := by ring
  rw [rate, frequency, h1, h2,
    Real.log_mul (mul_pos (mul_pos hA hT) hz).ne' (Real.exp_ne_zero _),
    Real.log_mul (mul_pos hA hT).ne' hz.ne', Real.log_mul hA.ne' hT.ne', Real.log_zpow,
    Real.log_mul hB.ne' hT.ne', Real.log_exp]
  push_cast
  ring
```

Differentiating term by term gives

$$\frac{d\ln k}{dT}=\frac mT+\frac{H}{RT^2}=\frac{H+mRT}{RT^2}.$$

The step `key` differentiates the expanded expression. The expansion was proved for positive temperatures; those include a whole neighbourhood of $T$, which is enough to transfer the derivative to $\ln k$ itself.

```lean
/-- The logarithm of the Eyring rate constant has temperature derivative
`(H + m R T)/(R T²)` at every `T > 0` where `G` is differentiable. -/
theorem hasDerivAt_log_rate (c : Constants) (m : ℕ) {G : ℝ → ℝ} {T : ℝ} (hT : 0 < T)
    (hG : DifferentiableAt ℝ G T) :
    HasDerivAt (fun t => Real.log (rate c m G t))
      ((enthalpy G T + m * c.R * T) / (c.R * T ^ 2)) T := by
  have hR := c.R_pos.ne'
  have key : HasDerivAt (fun t => Real.log (c.kB / c.h) + ((m : ℝ) - 1) * Real.log (c.R / c.p0)
      + m * Real.log t - G t / t / c.R) ((enthalpy G T + m * c.R * T) / (c.R * T ^ 2)) T :=
    ((((Real.hasDerivAt_log hT.ne').const_mul (m : ℝ)).const_add _).fun_sub
      ((gibbs_helmholtz hT hG).div_const c.R)).congr_deriv (by
        field_simp
        ring)
  refine key.congr_of_eventuallyEq ?_
  filter_upwards [Ioi_mem_nhds hT] with t ht
  exact log_rate c m G ht
```

## Activation energy and prefactor

Multiplying by $RT^2$ yields

$$E_a=H+mRT.$$

For the prefactor, add the exponents and use $H-G=TS$:

$$-\frac{G}{RT}+\frac{H+mRT}{RT}=m+\frac{H-G}{RT}=m+\frac SR,$$

so that

$$A=e^m\,\frac{k_BT}{h}\left(\frac{RT}{p_0}\right)^{m-1}e^{S/R}.$$

The theorem states both equalities for any $G$ differentiable at the one temperature $T>0$; neither $H$ nor $S$ has to be constant. In the proof, `hE` is the first equality and `hexp` is the sum of exponents.

```lean
/-- Arrhenius parameters of the Eyring equation: if `G` is differentiable at `T > 0`, then
`Ea = H + m R T` and `A = e^m (kB T / h) (R T / p0)^(m - 1) exp(S/R)`. -/
theorem arrhenius_parameters (c : Constants) (m : ℕ) {G : ℝ → ℝ} {T : ℝ} (hT : 0 < T)
    (hG : DifferentiableAt ℝ G T) :
    arrheniusEnergy c (rate c m G) T = enthalpy G T + m * c.R * T ∧
    arrheniusPrefactor c (rate c m G) T =
      Real.exp m * frequency c m T * Real.exp (entropy G T / c.R) := by
  have hR := c.R_pos.ne'
  have hE : arrheniusEnergy c (rate c m G) T = enthalpy G T + m * c.R * T := by
    rw [arrheniusEnergy, (hasDerivAt_log_rate c m hT hG).deriv]
    field_simp
  refine ⟨hE, ?_⟩
  -- the Gibbs energy cancels and leaves the entropy and the molecularity
  have hexp : -G T / (c.R * T) + (enthalpy G T + m * c.R * T) / (c.R * T)
      = m + entropy G T / c.R := by
    simp only [enthalpy]
    field_simp
    ring
  rw [arrheniusPrefactor, hE, rate, mul_assoc, ← Real.exp_add, hexp, Real.exp_add]
  ring
```

For a bimolecular example, choose a temperature at which $RT=2.5$ kJ/mol, and let $H=50$ kJ/mol and $S/R=-10$. Then $TS=-25$ kJ/mol and $G=75$ kJ/mol, so $k=f_2\,e^{-30}$. The activation energy is $E_a=50+2\cdot2.5=55$ kJ/mol, or $22\,RT$. The definition of the prefactor gives $A=f_2\,e^{-30+22}=f_2\,e^{-8}$, and the formula gives $f_2\,e^{2-10}$, the same value.

Within this gas-phase model without tunnelling or recrossing, $mRT$ is the correction to apply when an activation enthalpy from an electronic-structure calculation is compared with an Arrhenius activation energy.

## The slope of an Eyring plot

Dividing $k$ by $T^m$ removes the term $m\ln T$. With $u=1/T$ as the variable,

$$\ln\frac{k}{T^m}=\text{const}-\frac1R\,\frac GT,\qquad \frac{dT}{du}=-T^2,$$

and the chain rule combined with Gibbs–Helmholtz gives

$$\frac{d}{du}\ln\frac{k}{T^m}=-\frac1R\left(-\frac{H}{T^2}\right)(-T^2)=-\frac HR.$$

This is the slope of the tangent at $u=1/T$. If $H$ depends on temperature the plot is curved, and the slope still gives $H$ at that temperature. For $m=1$ the ordinate is the familiar $\ln(k/T)$.

In Lean the temperature is written `u⁻¹`. The step `hchain` is the chain rule, and the final lines identify the differentiated expression with $\ln(k/T^m)$ for $u>0$.

```lean
/-- Eyring plot: as a function of `u = 1/T`, the quantity `ln(k/T^m)` has slope `-H/R` at every
`T > 0` where `G` is differentiable. -/
theorem eyring_plot_slope (c : Constants) (m : ℕ) {G : ℝ → ℝ} {T : ℝ} (hT : 0 < T)
    (hG : DifferentiableAt ℝ G T) :
    HasDerivAt (fun u => Real.log (rate c m G u⁻¹ / u⁻¹ ^ m)) (-enthalpy G T / c.R) T⁻¹ := by
  have hR := c.R_pos.ne'
  have hg : HasDerivAt (fun t => G t / t) (-enthalpy G T / T ^ 2) (T⁻¹)⁻¹ := by
    rw [inv_inv]
    exact gibbs_helmholtz hT hG
  have hi : HasDerivAt (fun u : ℝ => u⁻¹) (-T ^ 2) T⁻¹ :=
    (hasDerivAt_inv (inv_ne_zero hT.ne')).congr_deriv (by rw [inv_pow, inv_inv])
  have hchain := HasDerivAt.comp (h₂ := fun t => G t / t) (h := fun u : ℝ => u⁻¹) T⁻¹ hg hi
  have hcomp : HasDerivAt (fun u => G u⁻¹ / u⁻¹) (-enthalpy G T / T ^ 2 * -T ^ 2) T⁻¹ := hchain
  have key : HasDerivAt (fun u => Real.log (c.kB / c.h) + ((m : ℝ) - 1) * Real.log (c.R / c.p0)
      - G u⁻¹ / u⁻¹ / c.R) (-enthalpy G T / c.R) T⁻¹ :=
    ((hcomp.div_const c.R).const_sub _).congr_deriv (by field_simp)
  refine key.congr_of_eventuallyEq ?_
  -- dividing by `T^m` removes the logarithm of the temperature
  filter_upwards [Ioi_mem_nhds (inv_pos.mpr hT)] with u hu
  have ht : 0 < u⁻¹ := inv_pos.mpr hu
  rw [Real.log_div (rate_pos c m G ht).ne' (pow_pos ht m).ne', log_rate c m G ht, Real.log_pow]
  ring
```

## Constant Arrhenius parameters near one temperature

Suppose that the Eyring rate constant coincides with $A\,e^{-E/(Rt)}$ for all $t$ near $T$, where $A$ and $E$ are now constants. Then

$$\ln k=\ln A-\frac{E}{Rt},\qquad \left.\frac{d\ln k}{dt}\right|_{t=T}=\frac{E}{RT^2}.$$

The same derivative was found above to be $(H+mRT)/(RT^2)$. A function has only one derivative at a point, so

$$H=E-mRT.$$

Where the Arrhenius form holds throughout a temperature interval, the activation enthalpy therefore falls linearly with temperature for $m\ge1$.

The hypothesis `hk` expresses agreement near $T$ by `∀ᶠ t in 𝓝 T`; agreement at $T$ alone would not fix the derivative. The sign of $A$ is not assumed: positivity of $k$ excludes $A=0$, which is all that the logarithm rule in Lean requires. The two derivatives are `hasDerivAt_log_rate` and `h3`, and `unique` equates them.

```lean
/-- If the Eyring rate constant equals `A exp(-E/(R t))` with constant `A` and `E` for all `t`
near `T > 0`, and `G` is differentiable at `T`, then `H = E - m R T` at `T`. -/
theorem enthalpy_of_exact_arrhenius (c : Constants) (m : ℕ) {G : ℝ → ℝ} {T A E : ℝ}
    (hT : 0 < T) (hG : DifferentiableAt ℝ G T)
    (hk : ∀ᶠ t in 𝓝 T, rate c m G t = A * Real.exp (-E / (c.R * t))) :
    enthalpy G T = E - m * c.R * T := by
  have hA : A ≠ 0 := by
    intro h0
    have h1 := hk.self_of_nhds
    rw [h0, zero_mul] at h1
    exact (rate_pos c m G hT).ne' h1
  have h2 : HasDerivAt (fun t => Real.log A - E / c.R * t⁻¹) (E / (c.R * T ^ 2)) T :=
    (((hasDerivAt_inv hT.ne').const_mul (E / c.R)).const_sub _).congr_deriv (by ring)
  have h3 : HasDerivAt (fun t => Real.log (rate c m G t)) (E / (c.R * T ^ 2)) T := by
    refine h2.congr_of_eventuallyEq ?_
    filter_upwards [hk] with t ht
    rw [ht, Real.log_mul hA (Real.exp_ne_zero _), Real.log_exp]
    ring
  -- compare the two expressions for the logarithmic derivative
  have h4 := (hasDerivAt_log_rate c m hT hG).unique h3
  rw [div_left_inj' (mul_pos c.R_pos (pow_pos hT 2)).ne'] at h4
  linarith

end

end EyringArrhenius
```

```lean
#print axioms EyringArrhenius.arrhenius_parameters
#print axioms EyringArrhenius.eyring_plot_slope
#print axioms EyringArrhenius.enthalpy_of_exact_arrhenius
```

```
'EyringArrhenius.arrhenius_parameters' depends on axioms: [propext, Classical.choice, Quot.sound]
'EyringArrhenius.eyring_plot_slope' depends on axioms: [propext, Classical.choice, Quot.sound]
'EyringArrhenius.enthalpy_of_exact_arrhenius' depends on axioms: [propext, Classical.choice, Quot.sound]
```
